# For a > 0, n separable terms reproduce exp(−wτ) to within 2⁻ⁿ for all w in [a, 2a] and τ ≥ 0

In imaginary-time RPA and GW calculations, the polarizability of independent electrons is a sum over transitions from occupied to empty orbitals. A transition of energy $w$ contributes with the weight $e^{-w\tau}$ at imaginary time $\tau$ (with $\hbar=1$). There are many transitions and many times, and the exponential ties each to each. How many products of a function of $\tau$ and a function of $w$ replace it to a given accuracy?

One answer is to expand about a reference frequency $b$. Since $e^{-w\tau}=e^{-b\tau}e^{(b-w)\tau}$, keeping $n$ terms of the second exponential gives

$$S_n(w,\tau)=\sum_{k=0}^{n-1}\bigl[e^{-b\tau}\tau^k\bigr]\,\frac{(b-w)^k}{k!}.$$

For a gapped, non-interacting reference system, the results below bound the number of time functions needed per panel, that is, per interval of transition energies. They concern the scalar kernel in real arithmetic, not the locality of orbitals or the error of a final correlation energy.

```lean
import Mathlib

open Finset

namespace ImaginaryTimePanels

noncomputable section
```

In Lean, `panelSum b n w τ` is $S_n$, with all frequencies and times real numbers and `range n` running from $0$ to $n-1$.

```lean
/-- The `n`-term separable sum for the imaginary-time kernel `exp (-w τ)`, expanded about the
frequency `b`: each term is a function of `τ` times a function of `w`. -/
def panelSum (b : ℝ) (n : ℕ) (w τ : ℝ) : ℝ :=
  ∑ k ∈ range n, (Real.exp (-(b * τ)) * τ ^ k) * ((b - w) ^ k / (k.factorial : ℝ))
```

A wide spectrum is cut into $m$ panels, each ending at twice its lower edge. `compositeSum` selects the panel that contains $w$ and expands about that panel's upper edge.

```lean
/-- The separable sum over `m` successive dyadic panels starting at frequency `a`; on each panel
`[2^j a, 2^(j+1) a)` the `n`-term sum about the upper edge is used. -/
def compositeSum (a : ℝ) (m n : ℕ) (w τ : ℝ) : ℝ :=
  ∑ j ∈ range m, if 2 ^ j * a ≤ w ∧ w < 2 * (2 ^ j * a) then
    panelSum (2 * (2 ^ j * a)) n w τ else 0
```

## Decay in imaginary time: τ ≥ 0

The condition $\tau\ge0$ selects the branch on which excitations decay. By hand, it makes $s=b\tau$ non-negative for $b>0$, so that the omitted terms can be compared one by one. The remainder of an exponential series is its tail:

$$e^x-\sum_{k=0}^{n-1}\frac{x^k}{k!}=\sum_{k=0}^{\infty}\frac{x^{k+n}}{(k+n)!}.$$

`tail_hasSum` states this by removing the first $n$ terms from the convergent series.

```lean
/-- The remainder of the exponential series after `n` terms is the sum of the omitted terms. -/
theorem tail_hasSum (x : ℝ) (n : ℕ) :
    HasSum (fun k : ℕ => x ^ (k + n) / ((k + n).factorial : ℝ))
      (Real.exp x - ∑ k ∈ range n, x ^ k / (k.factorial : ℝ)) := by
  have h : HasSum (fun k : ℕ => x ^ k / (k.factorial : ℝ)) (Real.exp x) := by
    rw [Real.exp_eq_exp_ℝ, NormedSpace.exp_eq_tsum_div]
    exact (Real.summable_pow_div_factorial x).hasSum
  exact (hasSum_nat_add_iff' n).mpr h
```

Now put $x=qs$ with $0\le q\le1$. Every omitted term carries at least $n$ factors of $q$, so

$$\sum_{k=0}^{\infty}\frac{(qs)^{k+n}}{(k+n)!}\le q^n\sum_{k=0}^{\infty}\frac{s^{k+n}}{(k+n)!}\le q^n e^s.$$

In `tail_contraction`, `hasSum_le` makes the termwise comparison, the `calc` block uses $q^k\le1$, and `sub_le_self` restores the missing non-negative terms to obtain $e^s$.

```lean
/-- For `0 ≤ q ≤ 1` and `s ≥ 0`, the remainder of the series of `exp (q s)` after `n` terms is
at most `q ^ n * exp s`. -/
theorem tail_contraction {q s : ℝ} (hq0 : 0 ≤ q) (hq1 : q ≤ 1) (hs : 0 ≤ s) (n : ℕ) :
    Real.exp (q * s) - ∑ k ∈ range n, (q * s) ^ k / (k.factorial : ℝ)
      ≤ q ^ n * Real.exp s := by
  have hle := hasSum_le (fun k => ?_) (tail_hasSum (q * s) n) ((tail_hasSum s n).mul_left (q ^ n))
  · refine hle.trans (mul_le_mul_of_nonneg_left (sub_le_self _ ?_) (pow_nonneg hq0 n))
    exact sum_nonneg fun k _ => by positivity
  · -- each omitted term carries at least `n` factors of `q`
    have hk : q ^ k ≤ 1 := pow_le_one₀ hq0 hq1
    have hp : 0 ≤ q ^ n * (s ^ (k + n) / ((k + n).factorial : ℝ)) := by positivity
    calc (q * s) ^ (k + n) / ((k + n).factorial : ℝ)
        = q ^ k * (q ^ n * (s ^ (k + n) / ((k + n).factorial : ℝ))) := by
          rw [mul_pow, pow_add q]; ring
      _ ≤ 1 * (q ^ n * (s ^ (k + n) / ((k + n).factorial : ℝ))) :=
          mul_le_mul_of_nonneg_right hk hp
      _ = _ := one_mul _
```

For negative times the uniform bound fails. With $b=2a$, $w=a$, $n=1$ and $\tau=-t$, the error is $e^{at}-e^{2at}$, which is unbounded as $t$ grows.

## Transitions at or below the expansion frequency: w ≤ b

Factoring out $e^{-b\tau}$ gives the error exactly:

$$e^{-w\tau}-S_n(w,\tau)=e^{-b\tau}\left(e^{(b-w)\tau}-\sum_{k=0}^{n-1}\frac{((b-w)\tau)^k}{k!}\right).$$

This identity, `panel_error_eq`, needs no hypothesis.

```lean
/-- The error of the separable sum is `exp (-b τ)` times the remainder of the exponential series
at `(b - w) τ`. -/
theorem panel_error_eq (b : ℝ) (n : ℕ) (w τ : ℝ) :
    Real.exp (-(w * τ)) - panelSum b n w τ = Real.exp (-(b * τ)) *
      (Real.exp ((b - w) * τ) - ∑ k ∈ range n, ((b - w) * τ) ^ k / (k.factorial : ℝ)) := by
  have h1 : Real.exp (-(w * τ)) = Real.exp (-(b * τ)) * Real.exp ((b - w) * τ) := by
    rw [← Real.exp_add]
    congr 1
    ring
  have h2 : panelSum b n w τ = Real.exp (-(b * τ)) *
      ∑ k ∈ range n, ((b - w) * τ) ^ k / (k.factorial : ℝ) := by
    unfold panelSum
    rw [mul_sum]
    refine sum_congr rfl fun k _ => ?_
    rw [mul_pow]
    ring
  rw [h1, h2, mul_sub]
```

If $w\le b$ and $\tau\ge0$, every omitted term is non-negative, and the sum approaches the kernel from below. The proof of `panel_error` uses `hwb` for this sign and for $q=(b-w)/b\ge0$.

Above $b$ the sign is lost: for $n=1$ and $\tau>0$ the error $e^{-w\tau}-e^{-b\tau}$ is negative. Its magnitude is more forgiving. The same comparison with $|q|$ would keep the bound $2^{-n}$ up to $w=3a$ when $b=2a$. Some upper limit on $w$ is still necessary, because for $n\ge2$ and fixed $\tau>0$ the sum grows in magnitude without bound as $w$ increases.

## A finite gap: 0 < a ≤ w

The number $a$ is a positive lower bound on the transition energies in the panel, such as the gap of an insulator or molecule. Taking $q=(b-w)/b$ and $s=b\tau$ gives $qs=(b-w)\tau$, and therefore

$$0\le e^{-w\tau}-S_n(w,\tau)\le e^{-s}q^ne^s=q^n\le\left(1-\frac ab\right)^n.$$

The prefactor cancels the growth of the series, which is why the bound does not depend on $\tau$. In Lean, `ha`, `haw` and `hwb` together give $b>0$. With $b>0$, `haw` gives `hqa`, the inequality $q\le1-a/b$ behind the last step above, and `ha` and `haw` give $q\le1$. The rewrite with `neg_add_cancel` is the cancellation $e^{-s}e^s=1$.

```lean
/-- On a frequency panel `[a, b]` with `a > 0`, and for `τ ≥ 0`, the `n`-term sum never exceeds
the kernel and falls short of it by at most `(1 - a / b) ^ n`. -/
theorem panel_error {a b w τ : ℝ} (ha : 0 < a) (haw : a ≤ w) (hwb : w ≤ b) (hτ : 0 ≤ τ)
    (n : ℕ) : 0 ≤ Real.exp (-(w * τ)) - panelSum b n w τ ∧
      Real.exp (-(w * τ)) - panelSum b n w τ ≤ (1 - a / b) ^ n := by
  have hb : 0 < b := by linarith
  have hq0 : 0 ≤ (b - w) / b := div_nonneg (by linarith) hb.le
  have hq1 : (b - w) / b ≤ 1 := by
    rw [div_le_one hb]
    linarith
  have hqa : (b - w) / b ≤ 1 - a / b := by
    rw [sub_div, div_self hb.ne']
    gcongr
  have hs : (b - w) / b * (b * τ) = (b - w) * τ := by field_simp
  rw [panel_error_eq]
  constructor
  · exact mul_nonneg (Real.exp_pos _).le (sub_nonneg.2
      (Real.sum_le_exp_of_nonneg (mul_nonneg (by linarith) hτ) n))
  · have ht := tail_contraction hq0 hq1 (mul_nonneg hb.le hτ) n
    rw [hs] at ht
    refine (mul_le_mul_of_nonneg_left ht (Real.exp_pos _).le).trans ?_
    -- the prefactor `exp (-b τ)` cancels the growth of the series
    rw [mul_left_comm, ← Real.exp_add, neg_add_cancel, Real.exp_zero, mul_one]
    exact pow_le_pow_left₀ hq0 hqa n
```

If the panel reaches $w=0$ with $b>0$, the kernel there is $1$ at all times, while $S_n$ tends to zero as $\tau\to\infty$ for every fixed $n$. No error bound below $1$ can then hold uniformly in time.

## An upper edge at twice the lower: b = 2a

Doubling the frequency across a panel makes $1-a/b=1/2$. The hypothesis `hw : w ∈ Set.Icc a (2 * a)` includes both edges, and the non-negative error becomes an absolute value.

```lean
/-- On the dyadic panel `[a, 2a]` with `a > 0`, the `n`-term separable sum reproduces
`exp (-w τ)` to within `2^(-n)`, uniformly in `w` and in `τ ≥ 0`. -/
theorem dyadic_panel_error {a w τ : ℝ} (ha : 0 < a) (hw : w ∈ Set.Icc a (2 * a)) (hτ : 0 ≤ τ)
    (n : ℕ) : |Real.exp (-(w * τ)) - panelSum (2 * a) n w τ| ≤ (1 / 2) ^ n := by
  obtain ⟨h0, h1⟩ := panel_error ha hw.1 hw.2 hτ n
  have h : 1 - a / (2 * a) = 1 / 2 := by
    field_simp
    norm_num
  rw [abs_of_nonneg h0]
  rwa [h] at h1
```

With a wider panel the general bound still applies, but with the larger ratio $1-a/b$.

## Enough terms for the tolerance: ε > 0 and n ≥ log₂(1/ε)

Here $\varepsilon$ is the tolerated absolute error of the kernel. The condition on $n$ is equivalent to $2^n\ge1/\varepsilon$, hence to $2^{-n}\le\varepsilon$. `dyadic_panel_terms` converts the logarithm into this inequality and applies the panel bound. A tolerance of $10^{-6}$ is met with 20 terms.

```lean
/-- On the dyadic panel `[a, 2a]` with `a > 0`, and for `τ ≥ 0`, any number of terms
`n ≥ log2 (1/ε)` gives accuracy `ε > 0`. -/
theorem dyadic_panel_terms {a w τ ε : ℝ} (ha : 0 < a) (hw : w ∈ Set.Icc a (2 * a)) (hτ : 0 ≤ τ)
    (hε : 0 < ε) {n : ℕ} (hn : Real.logb 2 (1 / ε) ≤ n) :
    |Real.exp (-(w * τ)) - panelSum (2 * a) n w τ| ≤ ε := by
  refine (dyadic_panel_error ha hw hτ n).trans ?_
  rw [Real.logb_le_iff_le_rpow (by norm_num) (by positivity), Real.rpow_natCast,
    div_le_iff₀ hε] at hn
  rw [one_div_pow, div_le_iff₀ (by positivity)]
  linarith
```

Positivity of $\varepsilon$ is needed because a finite sum is not exact throughout the panel. With fewer terms than the logarithm asks for, the theorem promises nothing; the lower bound further down limits how many could be saved.

## Finite grids of frequencies and times

On finite grids $w_i$ and $\tau_j$, the sum is a matrix product $AB$ with

$$A_{ik}=\frac{(b-w_i)^k}{k!},\qquad B_{kj}=e^{-b\tau_j}\tau_j^k .$$

The inner index takes $n$ values, so the rank is at most $n$. The proof builds these two factors and uses the column count of `A`. Finiteness of the grids is what makes this a statement about matrix rank; no sign or gap condition enters.

```lean
/-- Sampled on any finite grids of frequencies and imaginary times, the `n`-term sum is a matrix
of rank at most `n`. -/
theorem panelSum_rank_le {I J : Type*} [Fintype I] [Fintype J] (b : ℝ) (n : ℕ)
    (w : I → ℝ) (τ : J → ℝ) :
    (Matrix.of fun i j => panelSum b n (w i) (τ j)).rank ≤ n := by
  let A : Matrix I (Fin n) ℝ := fun i k => (b - w i) ^ (k : ℕ) / ((k : ℕ).factorial : ℝ)
  let B : Matrix (Fin n) J ℝ := fun k j => Real.exp (-(b * τ j)) * τ j ^ (k : ℕ)
  have h : (Matrix.of fun i j => panelSum b n (w i) (τ j)) = A * B := by
    ext i j
    rw [Matrix.mul_apply, Matrix.of_apply, panelSum, Finset.sum_range]
    exact sum_congr rfl fun k _ => mul_comm _ _
  rw [h]
  exact (Matrix.rank_mul_le_left A B).trans (by simpa using Matrix.rank_le_card_width A)
```

## A spectrum inside the panels: a ≤ w < 2ᵐa

For a full spectrum, $a$ is a lower bound on all transition energies and $2^ma$ lies above the largest. Panel $j$, with $0\le j<m$, is $[2^ja,2^{j+1}a)$. Each admissible $w$ lies in exactly one panel, so one term of `compositeSum` survives and the panel bound applies to it.

The proof finds the panel by induction on $m$ (`hex`) and shows with `sep` that panels do not overlap, so the errors do not add up.

```lean
/-- For `a > 0` and `τ ≥ 0`, `m` dyadic panels of `n` terms each cover all frequencies in
`[a, 2^m a)` with error at most `2^(-n)`. -/
theorem composite_error {a w τ : ℝ} (ha : 0 < a) (hτ : 0 ≤ τ) (m n : ℕ) (haw : a ≤ w)
    (hw : w < 2 ^ m * a) :
    |Real.exp (-(w * τ)) - compositeSum a m n w τ| ≤ (1 / 2) ^ n := by
  -- the frequency lies in some panel
  have hex : ∃ j < m, 2 ^ j * a ≤ w ∧ w < 2 * (2 ^ j * a) := by
    induction m with
    | zero => exact absurd hw (by simpa using haw)
    | succ m ih =>
      by_cases h : w < 2 ^ m * a
      · obtain ⟨j, hj, hp⟩ := ih h
        exact ⟨j, by omega, hp⟩
      · refine ⟨m, by omega, not_lt.1 h, ?_⟩
        rw [pow_succ] at hw
        linarith
  -- different panels do not overlap
  have sep : ∀ i j : ℕ, i < j → 2 * (2 ^ i * a) ≤ 2 ^ j * a := fun i j hij => by
    have h : (2 : ℝ) ^ (i + 1) ≤ 2 ^ j := pow_le_pow_right₀ (by norm_num) hij
    have h' := mul_le_mul_of_nonneg_right h ha.le
    rw [pow_succ] at h'
    linarith
  obtain ⟨j, hj, h1, h2⟩ := hex
  have hsum : compositeSum a m n w τ = panelSum (2 * (2 ^ j * a)) n w τ := by
    unfold compositeSum
    rw [sum_eq_single_of_mem j (mem_range.2 hj), if_pos ⟨h1, h2⟩]
    intro i _ hij
    refine if_neg ?_
    rintro ⟨h3, h4⟩
    rcases lt_or_gt_of_ne hij with h | h
    · linarith [sep i j h]
    · linarith [sep j i h]
  rw [hsum]
  exact dyadic_panel_error (by positivity) ⟨h1, h2.le⟩ hτ n
```

The upper inequality is strict. At $w=2^ma$ no panel is selected, the sum is zero, and the error is the whole kernel, which equals $1$ at $\tau=0$.

## At least one term in the lower bound: n ≥ 1

Can this expansion converge faster than $2^{-n}$? Take $w=a$ and $\tau=n/(2a)$, so that $b\tau=n$ and $(b-w)\tau=n/2$. Keeping only the first omitted term gives

$$e^{-w\tau}-S_n(w,\tau)\ge e^{-n}\frac{(n/2)^n}{n!}=2^{-n}\frac{n^n}{n!\,e^n}\ge\frac{2^{-n}}{e\,n}.$$

The last step needs $n!\,e^n\le e\,n\,n^n$, proved by induction. At $n=1$ both sides equal $e$. For the step, $1-\frac1{n+1}\le e^{-1/(n+1)}$ gives $n\,e^{1/(n+1)}\le n+1$, and the power $n+1$ of this is $e\,n^{n+1}\le(n+1)^{n+1}$. Hence

$$(n+1)!\,e^{n+1}\le(n+1)e\cdot e\,n^{n+1}\le e(n+1)(n+1)^{n+1}.$$

In Lean these are `h1`, `h2` and the closing `calc` block.

```lean
/-- An elementary Stirling-type bound: `n! e^n ≤ e n n^n` for `n ≥ 1`. -/
theorem factorial_mul_exp_le {n : ℕ} (hn : 1 ≤ n) :
    (n.factorial : ℝ) * Real.exp n ≤ Real.exp 1 * n * (n : ℝ) ^ n := by
  induction n, hn using Nat.le_induction with
  | base => simp
  | succ n hn ih =>
    have hp : (0 : ℝ) < (n : ℝ) + 1 := by positivity
    -- `n exp (1/(n+1)) ≤ n + 1`, raised to the power `n + 1`
    have h1 : (n : ℝ) * Real.exp (1 / ((n : ℝ) + 1)) ≤ (n : ℝ) + 1 := by
      have h := Real.add_one_le_exp (-(1 / ((n : ℝ) + 1)))
      have h' : (n : ℝ) = ((n : ℝ) + 1) * (-(1 / ((n : ℝ) + 1)) + 1) := by
        field_simp
        ring
      have h3 : (n : ℝ) ≤ ((n : ℝ) + 1) * Real.exp (-(1 / ((n : ℝ) + 1))) :=
        h'.le.trans (mul_le_mul_of_nonneg_left h hp.le)
      refine (mul_le_mul_of_nonneg_right h3 (Real.exp_pos _).le).trans ?_
      rw [mul_assoc, ← Real.exp_add, neg_add_cancel, Real.exp_zero, mul_one]
    have h2 : (n : ℝ) ^ (n + 1) * Real.exp 1 ≤ ((n : ℝ) + 1) ^ (n + 1) := by
      have h := pow_le_pow_left₀ (by positivity) h1 (n + 1)
      have he : ((n + 1 : ℕ) : ℝ) * (1 / ((n : ℝ) + 1)) = 1 := by
        push_cast
        exact mul_one_div_cancel hp.ne'
      rwa [mul_pow, ← Real.exp_nat_mul, he] at h
    rw [Nat.factorial_succ]
    push_cast
    rw [Real.exp_add]
    calc ((n : ℝ) + 1) * (n.factorial : ℝ) * (Real.exp n * Real.exp 1)
        = (((n : ℝ) + 1) * Real.exp 1) * ((n.factorial : ℝ) * Real.exp n) := by ring
      _ ≤ (((n : ℝ) + 1) * Real.exp 1) * (Real.exp 1 * n * (n : ℝ) ^ n) :=
          mul_le_mul_of_nonneg_left ih (by positivity)
      _ = (((n : ℝ) + 1) * Real.exp 1) * ((n : ℝ) ^ (n + 1) * Real.exp 1) := by ring
      _ ≤ (((n : ℝ) + 1) * Real.exp 1) * ((n : ℝ) + 1) ^ (n + 1) :=
          mul_le_mul_of_nonneg_left h2 (by positivity)
      _ = Real.exp 1 * ((n : ℝ) + 1) * ((n : ℝ) + 1) ^ (n + 1) := by ring
```

At $n=0$ the factorial inequality would read $1\le0$. In `dyadic_panel_sharp`, `sum_range_succ` isolates the first omitted term, and the `calc` block follows the estimate above.

```lean
/-- For `a > 0` and `n ≥ 1`, the error at the lower panel edge `w = a` and time `τ = n/(2a)` is at
least `2^(-n) / (e n)`. -/
theorem dyadic_panel_sharp {a : ℝ} (ha : 0 < a) {n : ℕ} (hn : 1 ≤ n) :
    (1 / 2) ^ n / (Real.exp 1 * n) ≤
      Real.exp (-(a * (n / (2 * a)))) - panelSum (2 * a) n a (n / (2 * a)) := by
  have hn0 : (0 : ℝ) < n := by exact_mod_cast hn
  have e1 : 2 * a * ((n : ℝ) / (2 * a)) = n := by field_simp
  have e2 : (2 * a - a) * ((n : ℝ) / (2 * a)) = n * (1 / 2) := by
    linear_combination (1 / 2) * e1
  rw [panel_error_eq, e1, e2]
  -- keep only the first omitted term
  have ht := Real.sum_le_exp_of_nonneg (x := (n : ℝ) * (1 / 2)) (by positivity) (n + 1)
  rw [sum_range_succ] at ht
  have hs : 1 / (Real.exp 1 * n) ≤ (n : ℝ) ^ n / ((n.factorial : ℝ) * Real.exp n) := by
    rw [div_le_div_iff₀ (by positivity) (by positivity)]
    linarith [factorial_mul_exp_le hn]
  calc (1 / 2 : ℝ) ^ n / (Real.exp 1 * n) = (1 / 2) ^ n * (1 / (Real.exp 1 * n)) := by ring
    _ ≤ (1 / 2) ^ n * ((n : ℝ) ^ n / ((n.factorial : ℝ) * Real.exp n)) :=
        mul_le_mul_of_nonneg_left hs (by positivity)
    _ = Real.exp (-(n : ℝ)) * (((n : ℝ) * (1 / 2)) ^ n / (n.factorial : ℝ)) := by
        rw [Real.exp_neg, mul_pow, div_eq_mul_inv, div_eq_mul_inv, mul_inv]
        ring
    _ ≤ _ := mul_le_mul_of_nonneg_left (by linarith) (Real.exp_pos _).le

end

end ImaginaryTimePanels
```

```lean
#print axioms ImaginaryTimePanels.dyadic_panel_error
-- 'ImaginaryTimePanels.dyadic_panel_error' depends on axioms: [propext, Classical.choice, Quot.sound]
#print axioms ImaginaryTimePanels.dyadic_panel_terms
-- 'ImaginaryTimePanels.dyadic_panel_terms' depends on axioms: [propext, Classical.choice, Quot.sound]
#print axioms ImaginaryTimePanels.composite_error
-- 'ImaginaryTimePanels.composite_error' depends on axioms: [propext, Classical.choice, Quot.sound]
#print axioms ImaginaryTimePanels.dyadic_panel_sharp
-- 'ImaginaryTimePanels.dyadic_panel_sharp' depends on axioms: [propext, Classical.choice, Quot.sound]
```

The factor $1/(e\,n)$ decays only algebraically, so the base $2$ is the best possible for the expansion about $b=2a$ on this panel. Another reference frequency can do better: with $b=3a/2$, the comparison with $|q|$ gives $3^{-n}$. Other sets of functions may also need fewer terms.

## Moments in a program

Suppose a code needs $\sum_p c_p e^{-w_p\tau}$ at many times $\tau\ge0$, with transitions $p$ in one panel and weights $c_p$. It can accumulate the moments $M_k=\sum_p c_p(1-w_p/b)^k$ once and then evaluate

$$\sum_{k=0}^{n-1}e^{-b\tau}\frac{(b\tau)^k}{k!}\,M_k .$$

For $N$ transitions and $T$ times, the work scales as $n(N+T)$ rather than $NT$. By the triangle inequality, the error is at most $2^{-n}\sum_p|c_p|$ when $b=2a$. With this scaling, the time functions and the powers of $1-w_p/b$ all lie between $0$ and $1$. Computing each time function from the previous one, through multiplication by $b\tau/k$, also avoids forming large powers of $\tau$.
